# Multiplying a square-integrable wavefunction by a measurable function of modulus at most one acts pointwise almost everywhere

Let m be a measurable complex function on three-dimensional space with modulus at most one everywhere, and let f be a square-integrable complex wavefunction, not necessarily normalised. The operator `mulOp` sends f to the element of L² given by the product of m and f. The failing theorem, `mulOp_coe`, states that the resulting wavefunction has the value m(r) f(r) at almost every point r. The attempt proves this in one step with `MemLp.coeFn_toLp`, which says that a square-integrable function, once made into an element of L², still agrees with itself almost everywhere.

Lean 4 with Mathlib refuses this proof:

```lean
import Mathlib

open MeasureTheory
open scoped InnerProductSpace

namespace MulOpCoe

noncomputable section

/-- Position space. -/
abbrev Space := EuclideanSpace ℝ (Fin 3)

/-- Square-integrable wavefunctions on position space. -/
abbrev Wave := Lp ℂ 2 (volume : Measure Space)

/-- A wavefunction times a measurable function of modulus at most one is square-integrable. -/
theorem mulOp_memLp (m : Space → ℂ) (hm : Measurable m) (hb : ∀ r, ‖m r‖ ≤ 1) (f : Wave) :
    MemLp (fun r => m r * f r) 2 volume :=
  (Lp.memLp f).of_le (hm.aestronglyMeasurable.mul (Lp.aestronglyMeasurable f))
    (ae_of_all _ fun r => by
      rw [norm_mul]
      exact mul_le_of_le_one_left (norm_nonneg _) (hb r))

/-- Multiplication of wavefunctions by a measurable function of modulus at most one. -/
def mulOp (m : Space → ℂ) (hm : Measurable m) (hb : ∀ r, ‖m r‖ ≤ 1) : Wave →ₗ[ℂ] Wave where
  toFun f := (mulOp_memLp m hm hb f).toLp _
  map_add' f g := by
    rw [← MemLp.toLp_add]
    refine MemLp.toLp_congr _ _ ?_
    filter_upwards [Lp.coeFn_add f g] with r hr
    simp only [hr, Pi.add_apply, mul_add]
  map_smul' c f := by
    rw [RingHom.id_apply, ← MemLp.toLp_const_smul]
    refine MemLp.toLp_congr _ _ ?_
    filter_upwards [Lp.coeFn_smul c f] with r hr
    simp only [hr, Pi.smul_apply, smul_eq_mul]
    ring

/-- The multiplication operator acts pointwise almost everywhere. -/
theorem mulOp_coe (m : Space → ℂ) (hm : Measurable m) (hb : ∀ r, ‖m r‖ ≤ 1) (f : Wave) :
    mulOp m hm hb f =ᵐ[volume] fun r => m r * f r := MemLp.coeFn_toLp _

end

end MulOpCoe
```

Compiling this gives:

```
Main.lean:41:70: error: don't know how to synthesize placeholder for argument `hf`
context:
m : Space → ℂ
hm : Measurable m
hb : ∀ (r : Space), ‖m r‖ ≤ 1
f : ↥Wave
⊢ MemLp (fun r => m r * ↑↑f r) 2 volume
```

Diagnosis. The message says that Lean could not fill the `_` given to `MemLp.coeFn_toLp`. That argument, `hf`, is a proof that the product of `m` and `f` is square-integrable. Lean had worked out which function, exponent and measure were meant, since the goal it prints names all three, but it had no proof to put there.

An underscore is filled only by what unification determines; Lean does not search the file for a suitable theorem. The definition of `mulOp` does contain such a proof, but matching the two sides did not pass it to the underscore. Lean treats any two proofs of the same proposition as equal, so a match can succeed without settling which proof is meant.

The repair supplies the proof by name, `mulOp_memLp m hm hb f`, which has exactly the type shown in the goal. Moving the proof term to its own line is mere tidying.

The repair, with which the file compiles:

```diff
@@ -39,5 +39,6 @@
 /-- The multiplication operator acts pointwise almost everywhere. -/
 theorem mulOp_coe (m : Space → ℂ) (hm : Measurable m) (hb : ∀ r, ‖m r‖ ≤ 1) (f : Wave) :
-    mulOp m hm hb f =ᵐ[volume] fun r => m r * f r := MemLp.coeFn_toLp _
+    mulOp m hm hb f =ᵐ[volume] fun r => m r * f r :=
+  MemLp.coeFn_toLp (mulOp_memLp m hm hb f)
 
 end
```
